# For a vector operator V, with L and V both spin-independent, σ·L + 1 and σ·V have anticommutator 2 L·V

## Reversing κ in the Dirac radial equations

To reduce the Dirac equation in a central potential to two coupled radial equations, one replaces σ·x acting on a spin-angular function by r times a function with the opposite value of κ. This step rests on an anticommutator. Put K = σ·L + 1, with ħ = 1, and let Kψ = kψ. If K anticommutes with σ·x, then

K (σ·x)ψ = −(σ·x)Kψ = −k (σ·x)ψ.

Many texts define κ with the opposite overall sign, which does not affect the argument. For one particle with orbital angular momentum L = x×p, the operator σ·p reverses k in the same way.

Both facts are cases of one identity for a vector operator V that, like L, commutes with σ:

K (σ·V) + (σ·V) K = 2 L·V.

The right side is zero for position and momentum because x×p is orthogonal to both. A charge in the field of a magnetic monopole has an angular momentum with a component along x, so K and σ·x no longer anticommute.

## Operators as triples in a complex algebra

Operators are elements of a complex algebra `A`, and a vector of operators is a function `Fin 3 → A`. The components are numbered 0, 1, 2, and index sums such as i + 1 are taken modulo three. `dot` and `cross` keep the order of their factors, and `kappa s L` is σ·L + 1.

- `IsPauli s` is the Pauli multiplication table: σ_i² = 1, σ_i σ_{i+1} = iσ_{i+2} and σ_{i+1} σ_i = −iσ_{i+2}. A factor i in front of an operator is the imaginary unit.
- `IsVector L V` says that [L_i, V_{i+1}] = iV_{i+2}, [L_{i+1}, V_i] = −iV_{i+2} and [L_i, V_i] = 0, so V turns as a vector under the rotations generated by L. The commutators of the L_i among themselves are not required.
- `IsCanonical x p` says that the coordinates commute and [x_i, p_j] = iδ_ij. It leaves the commutators of the momenta open, so p may be the kinetic momentum in a magnetic field.
- The `Commute` hypotheses say that σ commutes with the other operators, as it does when σ acts on spin only and they act on space only.

`kappa_anticommutator` is the general identity. `kappa_position` and `kappa_momentum` give zero for L = x×p, the second under the assumption that the momenta commute.

`kappa_monopole` takes L = x×p − μn, where x = rn, n·n = 1 and n commutes with x. For a charge in the field of a monopole, p is here the kinetic momentum. The number μ stands for the product of electric and magnetic charge in suitable units, and −μn for the angular momentum stored in the electromagnetic field. This form of L is assumed, not derived from a field, and μ may be any complex number, so charge quantisation plays no part. The anticommutator is −2μr, and if r is not the zero operator it vanishes exactly when μ = 0.

The treatment is algebraic: domains of unbounded operators do not appear. Position and momentum should be thought of as acting on a common space of smooth wave functions. In the monopole case these are defined on space without a half-line from the origin, on which the vector potential is singular.

## The cancellation by hand

Let a and b be triples, with σ commuting with a. Moving a_i past σ_j gives

(σ·a)(σ·b) = Σ_ij σ_i σ_j a_i b_j.

The terms with i = j add up to a·b. The terms with indices 0 and 1 give iσ_2(a_0 b_1 − a_1 b_0), and the other pairs follow cyclically. Hence

(σ·a)(σ·b) = a·b + iσ·(a×b).

Apply this to L, V and to V, L and add:

(σ·L)(σ·V) + (σ·V)(σ·L) = L·V + V·L + iσ·(L×V + V×L).

Component 2 of the last bracket is

L_0V_1 − L_1V_0 + V_0L_1 − V_1L_0 = [L_0, V_1] − [L_1, V_0] = 2iV_2,

and the other components are alike. The spin term is therefore i·2i σ·V = −2σ·V. The 1 in K contributes +2σ·V, which cancels it. Since [L_i, V_i] = 0, V·L = L·V, and 2 L·V remains.

**Position.** Let L = x×p + w, where w commutes with x. From [x_a p_b, x_c] = −iδ_bc x_a,

[L_i, x_c] = −iδ_{c,i+2} x_{i+1} + iδ_{c,i+1} x_{i+2}.

These are the vector relations. Moreover L·x = x·L, and

x·(x×p) = x_0x_1p_2 − x_0x_2p_1 + x_1x_2p_0 − x_1x_0p_2 + x_2x_0p_1 − x_2x_1p_0 = 0,

because the coordinates commute. The anticommutator is thus 2 x·w. It is zero for w = 0. For w = −μn it is −2μ r n·n = −2μr, and a nonzero operator times a number vanishes only if the number does.

**Momentum.** Let L = x×p with commuting momenta. Then [x_a p_b, p_c] = iδ_ac p_b, so

[L_i, p_c] = iδ_{i+1,c} p_{i+2} − iδ_{i+2,c} p_{i+1},

which are again the vector relations. The six terms of (x×p)·p cancel in pairs because the momenta commute.

## A fixed direction, and σ as explicit matrices

The vector relations matter. Take 2×2 matrices with the usual σ, L = 0 and V = (0, 0, 1), a fixed direction that does not turn with L. All commutation with σ holds, but K = 1 and the anticommutator is 2σ_2, while 2 L·V = 0.

The spin could also be modelled by explicit 2×2 matrices whose entries are orbital operators. Multiples of the identity matrix then commute with σ automatically, and those hypotheses would disappear. The abstract σ used here also covers the 4×4 spin matrices of Dirac theory, which obey the same table.

## The Lean file

```lean
import Mathlib

open Complex (I)
open scoped Kronecker

namespace KappaOperator

noncomputable section

/-! Canonical pairs have no model in `n×n` matrices with `n ≥ 1`; they act on wave functions, and
no separate instance is constructed here. -/

variable {A : Type*} [Ring A]

/-- Scalar product of two operator triples, in the given operator order. -/
def dot (a b : Fin 3 → A) : A := a 0 * b 0 + a 1 * b 1 + a 2 * b 2

/-- Vector product of two operator triples, in the given operator order. -/
def cross (a b : Fin 3 → A) (i : Fin 3) : A :=
  a (i + 1) * b (i + 2) - a (i + 2) * b (i + 1)

/-- The kappa operator `σ·L + 1`. -/
def kappa (s L : Fin 3 → A) : A := dot s L + 1

variable [Algebra ℂ A]

/-- The multiplication table of the Pauli elements, with indices modulo three. -/
structure IsPauli (s : Fin 3 → A) : Prop where
  sq : ∀ i, s i * s i = 1
  cyc : ∀ i, s i * s (i + 1) = I • s (i + 2)
  anti : ∀ i, s (i + 1) * s i = (-I) • s (i + 2)

/-- The commutators of a vector operator `V` with an angular momentum `L`. -/
structure IsVector (L V : Fin 3 → A) : Prop where
  cyc : ∀ i, L i * V (i + 1) - V (i + 1) * L i = I • V (i + 2)
  anti : ∀ i, L (i + 1) * V i - V i * L (i + 1) = (-I) • V (i + 2)
  diag : ∀ i, L i * V i = V i * L i

/-- Canonical commutators of commuting coordinates `x` with momenta `p`; the momenta
need not commute with each other. -/
structure IsCanonical (x p : Fin 3 → A) : Prop where
  xx : ∀ i j, x i * x j = x j * x i
  xp : ∀ i j, x i * p j - p j * x i = if i = j then I • (1 : A) else 0

/-- Product of two Pauli contractions: `(σ·a)(σ·b) = a·b + i σ·(a×b)` if `σ` commutes with `a`. -/
theorem pauli_dot_mul_dot {s a : Fin 3 → A} (b : Fin 3 → A) (hs : IsPauli s)
    (h : ∀ i j, Commute (s i) (a j)) :
    dot s a * dot s b = dot a b + I • dot s (cross a b) := by
  have key : ∀ i j, s i * a i * (s j * b j) = s i * s j * (a i * b j) := by
    intro i j
    rw [mul_assoc, ← mul_assoc (a i), ← (h j i).eq]
    simp only [mul_assoc]
  have h01 : s 0 * s 1 = I • s 2 := hs.cyc 0
  have h12 : s 1 * s 2 = I • s 0 := hs.cyc 1
  have h20 : s 2 * s 0 = I • s 1 := hs.cyc 2
  have h10 : s 1 * s 0 = (-I) • s 2 := hs.anti 0
  have h21 : s 2 * s 1 = (-I) • s 0 := hs.anti 1
  have h02 : s 0 * s 2 = (-I) • s 1 := hs.anti 2
  have c0 : cross a b 0 = a 1 * b 2 - a 2 * b 1 := rfl
  have c1 : cross a b 1 = a 2 * b 0 - a 0 * b 2 := rfl
  have c2 : cross a b 2 = a 0 * b 1 - a 1 * b 0 := rfl
  simp only [dot, c0, c1, c2, mul_add, add_mul, key, hs.sq, h01, h12, h20, h10, h21, h02,
    smul_mul_assoc, one_mul, mul_sub]
  module

/-- The anticommutator of the kappa operator with `σ·V` is `2 L·V` for every vector operator `V`,
provided `σ` commutes with `L` and with `V`. -/
theorem kappa_anticommutator {s L V : Fin 3 → A} (hs : IsPauli s) (h : IsVector L V)
    (hL : ∀ i j, Commute (s i) (L j)) (hV : ∀ i j, Commute (s i) (V j)) :
    kappa s L * dot s V + dot s V * kappa s L = (2 : ℂ) • dot L V := by
  -- the two vector products add up to `2iV`
  have c0 : cross L V 0 + cross V L 0 = (2 * I) • V 0 := by
    have e : L 1 * V 2 - V 2 * L 1 = I • V 0 := h.cyc 1
    have f : L 2 * V 1 - V 1 * L 2 = (-I) • V 0 := h.anti 1
    change L 1 * V 2 - L 2 * V 1 + (V 1 * L 2 - V 2 * L 1) = _
    linear_combination (norm := module) e - f
  have c1 : cross L V 1 + cross V L 1 = (2 * I) • V 1 := by
    have e : L 2 * V 0 - V 0 * L 2 = I • V 1 := h.cyc 2
    have f : L 0 * V 2 - V 2 * L 0 = (-I) • V 1 := h.anti 2
    change L 2 * V 0 - L 0 * V 2 + (V 2 * L 0 - V 0 * L 2) = _
    linear_combination (norm := module) e - f
  have c2 : cross L V 2 + cross V L 2 = (2 * I) • V 2 := by
    have e : L 0 * V 1 - V 1 * L 0 = I • V 2 := h.cyc 0
    have f : L 1 * V 0 - V 0 * L 1 = (-I) • V 2 := h.anti 0
    change L 0 * V 1 - L 1 * V 0 + (V 0 * L 1 - V 1 * L 0) = _
    linear_combination (norm := module) e - f
  have hsum : dot s (cross L V) + dot s (cross V L) = (2 * I) • dot s V := by
    have e : dot s (cross L V) + dot s (cross V L) = s 0 * (cross L V 0 + cross V L 0)
        + s 1 * (cross L V 1 + cross V L 1) + s 2 * (cross L V 2 + cross V L 2) := by
      simp only [dot, mul_add]
      abel
    rw [e, c0, c1, c2]
    simp only [dot, mul_smul_comm, smul_add]
  have h2 : I • dot s (cross L V) + I • dot s (cross V L) = (-2 : ℂ) • dot s V := by
    rw [← smul_add, hsum, smul_smul]
    congr 1
    linear_combination 2 * Complex.I_mul_I
  have hd : dot V L = dot L V := by simp only [dot, h.diag]
  -- the unit in kappa cancels the remaining spin term
  have e : kappa s L * dot s V + dot s V * kappa s L
      = dot s L * dot s V + dot s V * dot s L + (2 : ℂ) • dot s V := by
    rw [kappa, add_mul, mul_add, one_mul, mul_one]
    module
  rw [e, pauli_dot_mul_dot V hs hL, pauli_dot_mul_dot L hs hV, hd]
  linear_combination (norm := module) h2

/-- The three Pauli matrices. -/
def pauli : Fin 3 → Matrix (Fin 2) (Fin 2) ℂ :=
  ![!![0, 1; 1, 0], !![0, -I; I, 0], !![1, 0; 0, -1]]

/-- The Pauli matrices obey the Pauli multiplication table. -/
theorem pauli_isPauli : IsPauli pauli := by
  constructor <;> intro i <;> fin_cases i <;> ext a b <;> fin_cases a <;> fin_cases b <;>
    simp [pauli, Matrix.mul_apply, Fin.sum_univ_two]

/-- Two spins one half: the Pauli matrices of the first and the spin of the second, taken
as both `L` and `V`, meet the hypotheses of `kappa_anticommutator`. -/
theorem kappa_anticommutator_witness :
    let s := fun i => pauli i ⊗ₖ (1 : Matrix (Fin 2) (Fin 2) ℂ)
    let L := fun i => (1 / 2 : ℂ) • ((1 : Matrix (Fin 2) (Fin 2) ℂ) ⊗ₖ pauli i)
    IsPauli s ∧ IsVector L L ∧ ∀ i j, Commute (s i) (L j) := by
  intro s L
  have h := pauli_isPauli
  refine ⟨⟨fun i => ?_, fun i => ?_, fun i => ?_⟩,
    ⟨fun i => ?_, fun i => ?_, fun i => rfl⟩, fun i j => ?_⟩
  · simp only [s, ← Matrix.mul_kronecker_mul, h.sq, one_mul, Matrix.one_kronecker_one]
  · simp only [s, ← Matrix.mul_kronecker_mul, h.cyc, one_mul, Matrix.smul_kronecker]
  · simp only [s, ← Matrix.mul_kronecker_mul, h.anti, one_mul, Matrix.smul_kronecker]
  · simp only [L, smul_mul_smul_comm, ← Matrix.mul_kronecker_mul, h.cyc, h.anti, one_mul,
      Matrix.kronecker_smul]
    module
  · simp only [L, smul_mul_smul_comm, ← Matrix.mul_kronecker_mul, h.cyc, h.anti, one_mul,
      Matrix.kronecker_smul]
    module
  · change s i * L j = L j * s i
    simp only [s, L, mul_smul_comm, smul_mul_assoc, ← Matrix.mul_kronecker_mul, one_mul,
      mul_one]

/-- Position is a vector operator under `x×p + w` if `w` commutes with position. -/
theorem position_isVector {x p w : Fin 3 → A} (h : IsCanonical x p)
    (hw : ∀ i j, w i * x j = x j * w i) : IsVector (fun i => cross x p i + w i) x := by
  have key : ∀ a b c, x a * p b * x c - x c * (x a * p b)
      = if c = b then (-I) • x a else 0 := by
    intro a b c
    have e : x a * p b * x c - x c * (x a * p b) = -(x a * (x c * p b - p b * x c)) := by
      rw [← mul_assoc (x c), h.xx c a]
      noncomm_ring
    rw [e, h.xp]
    split_ifs <;> simp
  have hL : ∀ i c, (cross x p i + w i) * x c - x c * (cross x p i + w i)
      = (if c = i + 2 then (-I) • x (i + 1) else 0)
        - (if c = i + 1 then (-I) • x (i + 2) else 0) := by
    intro i c
    rw [← key (i + 1) (i + 2) c, ← key (i + 2) (i + 1) c, cross]
    linear_combination (norm := noncomm_ring) hw i c
  have a1 : ∀ i : Fin 3, i + 1 ≠ i + 2 ∧ i = i + 1 + 2 ∧ i ≠ i + 1 + 1 ∧
    i + 1 + 1 = i + 2 ∧ i ≠ i + 2 ∧ i ≠ i + 1 := by decide
  refine ⟨fun i => ?_, fun i => ?_, fun i => sub_eq_zero.mp ?_⟩ <;>
    obtain ⟨b1, b2, b3, b4, b5, b6⟩ := a1 i
  · rw [hL, if_neg b1, if_pos rfl]
    module
  · rw [hL, if_pos b2, if_neg b3, b4, sub_zero]
  · rw [hL, if_neg b5, if_neg b6, sub_zero]

/-- For angular momentum `x×p + w`, with `w` commuting with position, the anticommutator
of kappa with `σ·x` is `2 x·w`. -/
theorem kappa_position_general {s x p w : Fin 3 → A} (hs : IsPauli s)
    (h : IsCanonical x p) (hw : ∀ i j, w i * x j = x j * w i)
    (sx : ∀ i j, Commute (s i) (x j)) (sp : ∀ i j, Commute (s i) (p j))
    (sw : ∀ i j, Commute (s i) (w j)) :
    kappa s (fun i => cross x p i + w i) * dot s x
      + dot s x * kappa s (fun i => cross x p i + w i) = (2 : ℂ) • dot x w := by
  have hv := position_isVector h hw
  rw [kappa_anticommutator hs hv (fun i j => (((sx i _).mul_right (sp i _)).sub_right
    ((sx i _).mul_right (sp i _))).add_right (sw i j)) sx]
  congr 1
  -- the orbital part is orthogonal to position
  have e : dot (fun i => cross x p i + w i) x = dot x (fun i => cross x p i + w i) := by
    unfold dot
    exact congrArg₂ (· + ·) (congrArg₂ (· + ·) (hv.diag 0) (hv.diag 1)) (hv.diag 2)
  have c0 : cross x p 0 = x 1 * p 2 - x 2 * p 1 := rfl
  have c1 : cross x p 1 = x 2 * p 0 - x 0 * p 2 := rfl
  have c2 : cross x p 2 = x 0 * p 1 - x 1 * p 0 := rfl
  rw [e]
  simp only [dot, c0, c1, c2, mul_add, mul_sub, ← mul_assoc]
  rw [h.xx 1 0, h.xx 2 0, h.xx 2 1]
  abel

/-- For orbital angular momentum `x×p`, kappa anticommutes with `σ·x`. -/
theorem kappa_position {s x p : Fin 3 → A} (hs : IsPauli s) (h : IsCanonical x p)
    (sx : ∀ i j, Commute (s i) (x j)) (sp : ∀ i j, Commute (s i) (p j)) :
    kappa s (cross x p) * dot s x + dot s x * kappa s (cross x p) = 0 := by
  have e := kappa_position_general (w := fun _ => 0) hs h (by simp) sx sp
    (fun i _ => Commute.zero_right (s i))
  have f : (fun i => cross x p i + (0 : A)) = cross x p := by
    funext i
    exact add_zero _
  have g : dot x (fun _ => (0 : A)) = 0 := by simp [dot]
  rwa [f, g, smul_zero] at e

/-- For orbital angular momentum `x×p` with commuting momenta, kappa anticommutes
with `σ·p`. -/
theorem kappa_momentum {s x p : Fin 3 → A} (hs : IsPauli s)
    (h : ∀ i j, x i * p j - p j * x i = if i = j then I • (1 : A) else 0)
    (hp : ∀ i j, p i * p j = p j * p i)
    (sx : ∀ i j, Commute (s i) (x j)) (sp : ∀ i j, Commute (s i) (p j)) :
    kappa s (cross x p) * dot s p + dot s p * kappa s (cross x p) = 0 := by
  have key : ∀ a b c, x a * p b * p c - p c * (x a * p b)
      = if a = c then I • p b else 0 := by
    intro a b c
    have e : x a * p b * p c - p c * (x a * p b) = (x a * p c - p c * x a) * p b := by
      rw [mul_assoc, hp b c]
      noncomm_ring
    rw [e, h]
    split_ifs <;> simp
  have hL : ∀ i c, cross x p i * p c - p c * cross x p i
      = (if i + 1 = c then I • p (i + 2) else 0)
        - (if i + 2 = c then I • p (i + 1) else 0) := by
    intro i c
    rw [← key (i + 1) (i + 2) c, ← key (i + 2) (i + 1) c, cross]
    noncomm_ring
  have a1 : ∀ i : Fin 3, i + 2 ≠ i + 1 ∧ i + 1 + 2 = i ∧ i + 1 + 1 ≠ i ∧
    i + 1 + 1 = i + 2 ∧ i + 2 ≠ i ∧ i + 1 ≠ i := by decide
  have hv : IsVector (cross x p) p := by
    refine ⟨fun i => ?_, fun i => ?_, fun i => sub_eq_zero.mp ?_⟩ <;>
      obtain ⟨b1, b2, b3, b4, b5, b6⟩ := a1 i
    · rw [hL, if_pos rfl, if_neg b1, sub_zero]
    · rw [hL, if_neg b3, if_pos b2, b4]
      module
    · rw [hL, if_neg b6, if_neg b5, sub_zero]
  rw [kappa_anticommutator hs hv (fun i j => ((sx i _).mul_right (sp i _)).sub_right
    ((sx i _).mul_right (sp i _))) sp]
  have c0 : cross x p 0 = x 1 * p 2 - x 2 * p 1 := rfl
  have c1 : cross x p 1 = x 2 * p 0 - x 0 * p 2 := rfl
  have c2 : cross x p 2 = x 0 * p 1 - x 1 * p 0 := rfl
  have z : dot (cross x p) p = 0 := by
    simp only [dot, c0, c1, c2, sub_mul, mul_assoc]
    rw [hp 1 0, hp 2 0, hp 2 1]
    abel
  rw [z, smul_zero]

/-- With the monopole angular momentum `x×p - μn`, where `x = rn` and `n·n = 1`, the
anticommutator of kappa with `σ·x` is `-2μr`; for `r ≠ 0` it vanishes only if `μ = 0`. -/
theorem kappa_monopole {s x p n : Fin 3 → A} {r : A} (μ : ℂ) (hs : IsPauli s)
    (h : IsCanonical x p) (hx : ∀ i, x i = r * n i) (hn : dot n n = 1)
    (nx : ∀ i j, n i * x j = x j * n i) (sx : ∀ i j, Commute (s i) (x j))
    (sp : ∀ i j, Commute (s i) (p j)) (sn : ∀ i j, Commute (s i) (n j)) :
    let K := kappa s (fun i => cross x p i + (-μ) • n i)
    K * dot s x + dot s x * K = (-2 * μ) • r ∧
      (r ≠ 0 → (K * dot s x + dot s x * K = 0 ↔ μ = 0)) := by
  intro K
  have e : K * dot s x + dot s x * K = (-2 * μ) • r := by
    have g := kappa_position_general (w := fun i => (-μ) • n i) hs h
      (fun i j => by rw [smul_mul_assoc, mul_smul_comm, nx]) sx sp
      (fun i j => (sn i j).smul_right (-μ))
    have d : dot x (fun i => (-μ) • n i) = (-μ) • (r * dot n n) := by
      simp only [dot, hx, mul_smul_comm, mul_add, smul_add, mul_assoc]
    rw [d, hn, mul_one] at g
    refine g.trans ?_
    module
  refine ⟨e, fun hr => ?_⟩
  rw [e, smul_eq_zero]
  simp [hr]

end

end KappaOperator
```

```lean
#print axioms KappaOperator.kappa_anticommutator
#print axioms KappaOperator.kappa_position
#print axioms KappaOperator.kappa_momentum
#print axioms KappaOperator.kappa_monopole
```

```
'KappaOperator.kappa_anticommutator' depends on axioms: [propext, Classical.choice, Quot.sound]
'KappaOperator.kappa_position' depends on axioms: [propext, Classical.choice, Quot.sound]
'KappaOperator.kappa_momentum' depends on axioms: [propext, Classical.choice, Quot.sound]
'KappaOperator.kappa_monopole' depends on axioms: [propext, Classical.choice, Quot.sound]
```

## How the proof follows the calculation

`pauli_dot_mul_dot` is the product formula. Its local fact `key` moves a_i past σ_j, `simp only` expands the nine products and inserts the Pauli table, and `module` compares the two sides as linear combinations with complex coefficients.

In `kappa_anticommutator`, the facts `c0`, `c1` and `c2` are the components of L×V + V×L = 2iV, each obtained by subtracting one vector relation from another. `hsum` contracts them with σ, `h2` turns i·2i into −2, and `hd` is V·L = L·V. The last `linear_combination` performs the cancellation against the 1 in K.

`pauli_isPauli` checks the table for the Pauli matrices entry by entry. `kappa_anticommutator_witness` then shows that two spins one half satisfy the hypotheses of the general identity, with σ from the first spin and L = V the second spin. There L·V = 3/4, so the anticommutator is 3/2. Canonical pairs have no such example in n×n matrices with n ≥ 1, since a commutator has trace zero and i times the identity does not.

`position_isVector` computes [L_i, x_c] in `hL` with the Kronecker deltas written as `if`, and `a1` settles which indices modulo three coincide. `kappa_position_general` adds the orthogonality of x and x×p: after the coordinates are put in a fixed order, `abel` cancels the six terms. `kappa_position` sets w = 0, and `kappa_momentum` repeats both computations for p.

`kappa_monopole` sets w = −μn and uses n·n = 1 to reach −2μr. The equivalence with μ = 0 then comes from `smul_eq_zero`: a scalar multiple is zero only if the scalar or the operator is.
